# Time-reversed bands with energy-dependent occupations carry no total current on a symmetric k-point set

Take one even band e in one dimension, with slope v(k) = de/dk, and two k-points, k and −k, with k ≠ 0. Evenness gives the two states the same energy and opposite slopes. If the occupation is a function occ of the energy alone, the current is

occ(e(k)) v(k) + occ(e(−k)) v(−k) = occ(e(k)) (v(k) − v(k)) = 0.

The problems below extend this cancellation to several bands and any finite symmetric set, and ask when it fails. For fixed independent-particle bands with a time-reversal-symmetric spectrum, differentiable at the points of a finite symmetric mesh, the result means that a change of smearing function or Fermi level cannot produce a total current.

Units are chosen so that velocity is the derivative of energy with respect to k, and the charge and cell volume are left out.

```lean
import Mathlib

open Finset

namespace TimeReversalCurrent

noncomputable section
```

For a finite set K, occupations f and velocities v, the current is the sum over k in K of f(k) v(k). In Lean, velocities may take values in any real vector space `M`: numbers in one dimension, linear functionals in general.

```lean
/-- The current carried by occupations `f` and velocities `v` on the finite k-point set `K`. -/
def current {V M : Type*} [AddCommGroup M] [Module ℝ M]
    (K : Finset V) (f : V → ℝ) (v : V → M) : M :=
  ∑ k ∈ K, f k • v k
```

## (a) Opposite velocities of time-reversed states

**Task.** Two bands satisfy e'(−q) = e(q) for all q, where e' names the second band and is not a derivative. Let v be the velocity of e at k, and v' that of e' at −k. Show that v' = −v.

**Solution.** Differentiate q ↦ e'(−q) at q = k. The inner map has derivative −1, so the chain rule gives −v'. The function is also e itself, whose derivative at k is v. Hence −v' = v.

In Lean, momentum lives in a real normed space `V`, and a velocity is a continuous linear functional `V →L[ℝ] ℝ`, which sends a displacement in k to the first-order change in energy. In ordinary k-space this is the gradient. The hypothesis `HasFDerivAt e v k` says that v really is the derivative. The proof forms the chain-rule derivative `h1`, identifies the two functions, and uses uniqueness of derivatives.

```lean
variable {V : Type*} [NormedAddCommGroup V] [NormedSpace ℝ V]

/-- If two bands are related by `e' (-k) = e k`, the velocity of the second at `-k` is
opposite to the velocity of the first at `k`. -/
theorem velocity_reversal {e e' : V → ℝ} {k : V} {v v' : V →L[ℝ] ℝ}
    (h : ∀ q, e' (-q) = e q) (hv : HasFDerivAt e v k) (hv' : HasFDerivAt e' v' (-k)) :
    v' = -v := by
  have hn : HasFDerivAt (fun q : V => -q) (-(ContinuousLinearMap.id ℝ V)) k :=
    (hasFDerivAt_id k).neg
  -- chain rule for the band read at reversed momentum
  have h1 : HasFDerivAt (fun q => e' (-q)) (v'.comp (-(ContinuousLinearMap.id ℝ V))) k :=
    HasFDerivAt.comp k hv' hn
  have h2 : (fun q => e' (-q)) = e := funext h
  rw [h2] at h1
  have h3 := h1.unique hv
  ext x
  have h4 := congrArg (fun L : V →L[ℝ] ℝ => L x) h3
  simp at h4 ⊢
  linarith
```

## (b) Cancellation between partner bands

**Task.** Let a permutation T of finitely many band labels satisfy e(T b, −k) = e(b, k). Let K be closed under k → −k, with weights w(−k) = w(k). Show that the total current vanishes for every occupation function occ.

**Solution.** Write the current of band b as

J(b) = Σ over k in K of w(k) occ(e(b, k)) v(b, k).

In J(T b), replace k by −k, which only reorders K:

J(T b) = Σ over k in K of w(−k) occ(e(T b, −k)) v(T b, −k).

The weight and the energy equal those of band b at k, and by (a) the velocity is reversed. So J(T b) = −J(b). As b runs over all bands, so does T b, and therefore

J = Σ over b of J(T b) = −Σ over b of J(b) = −J.

Thus 2J = 0 and J = 0.

The hypothesis `he` stands for time-reversal symmetry of the spectrum; it is assumed here and not derived from a Hamiltonian. T may fix a band, as for a single even band, or exchange Kramers partners. The function `occ` is the same for all bands but otherwise arbitrary, so it covers a sharp step, a thermal distribution and smearing schemes with negative occupations. The weights need not be positive or normalised.

Differentiability is required at the points of K. This matters at crossings: bands sorted by energy can have kinks there, and such a point is not covered with that labelling.

The set K contains actual vectors, so −k must itself belong to K. A mesh that lists a zone-boundary point once, and leaves out its negative because the two differ by a reciprocal lattice vector, does not qualify. Momentum could instead be modelled modulo reciprocal lattice vectors, with periodic bands. Such a boundary point would then be its own mirror image, and an even differentiable band would have zero velocity there.

In the proof, `step` is the relation J(T b) = −J(b), with `Finset.sum_nbij'` doing the reordering of K. `Equiv.sum_comp` reorders the bands.

```lean
/-- Let time reversal permute the bands, `e (T b) (-k) = e b k`, and let the k-points and their
weights be symmetric under `k → -k`. Then occupations that depend on energy alone carry no
total current. -/
theorem equilibrium_current_eq_zero {B : Type*} [Fintype B] (T : Equiv.Perm B)
    (e : B → V → ℝ) (v : B → V → V →L[ℝ] ℝ) (K : Finset V) (w : V → ℝ) (occ : ℝ → ℝ)
    (hK : ∀ k ∈ K, -k ∈ K) (hw : ∀ k ∈ K, w (-k) = w k)
    (he : ∀ b k, e (T b) (-k) = e b k)
    (hv : ∀ b, ∀ k ∈ K, HasFDerivAt (e b) (v b k) k) :
    ∑ b, current K (fun k => w k * occ (e b k)) (v b) = 0 := by
  -- partner bands carry opposite currents
  have step : ∀ b, current K (fun k => w k * occ (e (T b) k)) (v (T b))
      = -current K (fun k => w k * occ (e b k)) (v b) := by
    intro b
    unfold current
    rw [← Finset.sum_neg_distrib]
    symm
    refine Finset.sum_nbij' (fun k => -k) (fun k => -k) hK hK (by simp) (by simp) ?_
    intro k hk
    change -((w k * occ (e b k)) • v b k)
      = (w (-k) * occ (e (T b) (-k))) • v (T b) (-k)
    rw [hw k hk, he b k, velocity_reversal (he b) (hv b k hk) (hv (T b) (-k) (hK k hk)),
      smul_neg]
  -- hence the total current equals its own negative
  have h : ∑ b, current K (fun k => w k * occ (e b k)) (v b)
      = -∑ b, current K (fun k => w k * occ (e b k)) (v b) := by
    calc ∑ b, current K (fun k => w k * occ (e b k)) (v b)
        = ∑ b, current K (fun k => w k * occ (e (T b) k)) (v (T b)) :=
          (Equiv.sum_comp T (fun b => current K (fun k => w k * occ (e b k)) (v b))).symm
      _ = ∑ b, -current K (fun k => w k * occ (e b k)) (v b) :=
          Finset.sum_congr rfl (fun b _ => step b)
      _ = _ := Finset.sum_neg_distrib _
  have h2 : (2 : ℝ) • ∑ b, current K (fun k => w k * occ (e b k)) (v b) = 0 := by
    rw [two_smul]
    exact eq_neg_iff_add_eq_zero.mp h
  exact (smul_eq_zero.mp h2).resolve_left two_ne_zero
```

## (c) A single even band in one dimension

**Task.** Let e be an even real function, differentiable at the points of a finite symmetric set K of reals. Show that the sum over k in K of occ(e(k)) v(k) is zero.

**Solution.** Apply (b) with one band, T the identity and all weights equal to 1. In the smallest nonempty case, K = {0}, the only term vanishes because an even function that is differentiable at 0 has zero slope there.

Lean's one-dimensional `HasDerivAt` supplies a number v(k), while (b) expects a linear functional. The proof uses the functional x ↦ x v(k) and evaluates the resulting identity at x = 1.

```lean
/-- For a single even band in one dimension, the sum of `occ (e k) * e' k` over a symmetric
finite set of k-points vanishes. -/
theorem even_band_current_eq_zero (e v occ : ℝ → ℝ) (K : Finset ℝ)
    (hK : ∀ k ∈ K, -k ∈ K) (he : ∀ k, e (-k) = e k)
    (hv : ∀ k ∈ K, HasDerivAt e (v k) k) :
    current K (fun k => occ (e k)) v = 0 := by
  have h := equilibrium_current_eq_zero (B := Unit) (Equiv.refl Unit) (fun _ => e)
    (fun _ k => ContinuousLinearMap.toSpanSingleton ℝ (v k)) K (fun _ => 1) occ hK
    (fun _ _ => rfl) (fun _ k => he k) (fun _ k hk => (hv k hk).hasFDerivAt)
  have h1 := congrArg (fun L : ℝ →L[ℝ] ℝ => L 1) h
  simpa [current, _root_.sum_apply] using h1
```

## (d) Arbitrary occupations on half the zone

**Task.** Let H be a finite set of k-points disjoint from its mirror image −H, and let e be an even band, differentiable at the points of H and −H, with velocity v. For arbitrary occupations f(k), write the current over H and −H as a sum over H.

**Solution.** Each k in H contributes together with −k, and v(−k) = −v(k) by (a):

f(k) v(k) + f(−k) v(−k) = (f(k) − f(−k)) v(k).

Summing over H gives the result. Only the imbalance between k and −k carries current, as when a field shifts the distribution. The half-zone weight is therefore the difference f(k) − f(−k); for a quantity even in k it would be the sum f(k) + f(−k).

Disjointness keeps k = 0 out of H. If a mesh contains that point and the band is differentiable there, its velocity is zero and it adds nothing to the current. The Lean proof splits the union, rewrites the sum over the image `H.image (fun k => -k)` as a sum over H, and compares terms.

```lean
/-- For an even band with arbitrary occupations `f`, the current over a zone made of `H` and its
disjoint mirror image is a sum over `H` alone, weighted by `f k - f (-k)`. -/
theorem current_half_zone [DecidableEq V] (e f : V → ℝ) (v : V → V →L[ℝ] ℝ) (H : Finset V)
    (hH : Disjoint H (H.image (fun k => -k))) (he : ∀ k, e (-k) = e k)
    (hv : ∀ k ∈ H ∪ H.image (fun k => -k), HasFDerivAt e (v k) k) :
    current (H ∪ H.image (fun k => -k)) f v = ∑ k ∈ H, (f k - f (-k)) • v k := by
  unfold current
  rw [Finset.sum_union hH,
    Finset.sum_image (by intro a _ b _ h; exact neg_injective h), ← Finset.sum_add_distrib]
  refine Finset.sum_congr rfl ?_
  intro k hk
  -- the mirror point contributes with reversed velocity
  have hodd : v (-k) = -v k :=
    velocity_reversal he (hv k (Finset.mem_union_left _ hk))
      (hv (-k) (Finset.mem_union_right _ (Finset.mem_image_of_mem (fun k => -k) hk)))
  have hs := sub_smul (f k) (f (-k)) (v k)
  rw [hodd, smul_neg]
  exact (hs.trans (sub_eq_add_neg _ _)).symm
```

## (e) Zero current on every symmetric set forces evenness

**Task.** Let e be differentiable on the whole real line. Show that e is even exactly when every energy-dependent occupation on every finite symmetric set gives zero current.

**Solution.** One direction is (c). For the other, uniform occupation occ = 1 is enough. For k ≠ 0, the set {k, −k} gives

v(k) + v(−k) = 0,

and the set {0} gives v(0) = 0, so the same relation holds at k = 0. Now put g(q) = e(q) − e(−q). Its derivative is v(q) + v(−q) = 0, so g is constant. Since g(0) = 0, e is even.

In the code, `hodd` is the relation between velocities and `hd` the vanishing derivative of g; `is_const_of_deriv_eq_zero` finishes the argument. The equivalence concerns one band, and it does not carry over if the finite sums are replaced by a single integral over the full zone. For a smooth periodic band and a continuous occupation function, the integral of occ(e(k)) v(k) over a full one-dimensional zone vanishes whether or not the band is even, because the integrand is a total derivative.

```lean
/-- A differentiable band in one dimension is even if and only if every energy-dependent
occupation on every symmetric finite set of k-points carries zero current. -/
theorem even_iff_no_equilibrium_current (e v : ℝ → ℝ) (hv : ∀ k, HasDerivAt e (v k) k) :
    (∀ k, e (-k) = e k) ↔
      ∀ (K : Finset ℝ) (occ : ℝ → ℝ), (∀ k ∈ K, -k ∈ K) →
        current K (fun k => occ (e k)) v = 0 := by
  constructor
  · intro he K occ hK
    exact even_band_current_eq_zero e v occ K hK he (fun k _ => hv k)
  · intro h
    -- uniform occupation of the pair k, -k shows that the velocity is odd
    have hodd : ∀ k, v k + v (-k) = 0 := by
      intro k
      by_cases hk : k = 0
      · have h0 := h {0} (fun _ => 1) (by simp)
        simp [current] at h0
        simp [hk, h0]
      · have hne : k ≠ -k := fun h' => hk (by linarith)
        have h0 := h {k, -k} (fun _ => 1) (by
          intro q hq
          simp only [Finset.mem_insert, Finset.mem_singleton] at hq ⊢
          rcases hq with hq | hq <;> simp [hq])
        rw [current, Finset.sum_pair hne] at h0
        simpa using h0
    -- so the odd part of the band has zero slope, and it vanishes at k = 0
    have hd : ∀ q, HasDerivAt (fun q => e q - e (-q)) 0 q := by
      intro q
      have h1 : HasDerivAt (fun q => e (-q)) (v (-q) * (-1)) q :=
        (hv (-q)).comp q (hasDerivAt_neg q)
      exact ((hv q).fun_sub h1).congr_deriv (by linarith [hodd q])
    intro k
    have h0 := is_const_of_deriv_eq_zero (fun q => (hd q).differentiableAt)
      (fun q => (hd q).deriv) k 0
    simp only [neg_zero, sub_self] at h0
    linarith
```

## (f) Two spin-split bands with currents −1 and +1

**Task.** Consider the bands k² + s k with s = 1 and s = −1, a parabola with a spin splitting linear in momentum. Fill states up to the Fermi level μ = 1 on the k-points 1 and −1. Find the current of each band.

**Solution.** Reversing both s and k leaves the energy unchanged:

(−k)² + (−s)(−k) = k² + s k.

The bands are therefore time-reversal partners, although neither is even. The velocity is 2k + s.

- For s = 1, the energies at k = 1 and k = −1 are 2 and 0. Only k = −1 is filled, and the current is −2 + 1 = −1.
- For s = −1, the energies are 0 and 2. Only k = 1 is filled, and the current is 2 − 1 = 1.

The total is zero, as (b) requires with T exchanging the two bands, but each band on its own carries current on this two-point mesh.

The band and the step occupation are defined first.

```lean
/-- A parabolic band with an added term linear in momentum; `s` is the signed coefficient of that
term. -/
def spinBand (s k : ℝ) : ℝ := k ^ 2 + s * k

/-- Zero-temperature occupation: one up to the Fermi level `μ`, zero above it. -/
def fermiStep (μ E : ℝ) : ℝ := if E ≤ μ then 1 else 0
```

The theorem has four parts: the partner relation, the derivative for every s and k, and the two currents. The first is algebra, the second differentiates the polynomial, and the last two expand the sum over the pair and evaluate it.

```lean
/-- The bands `spinBand 1` and `spinBand (-1)` are time-reversal partners, and with step
occupation on the k-points `1, -1` they carry the currents `-1` and `1`. -/
theorem spinBand_witness :
    (∀ s k, spinBand (-s) (-k) = spinBand s k) ∧
    (∀ s k, HasDerivAt (spinBand s) (2 * k + s) k) ∧
    current {1, -1} (fun k => fermiStep 1 (spinBand 1 k)) (fun k : ℝ => 2 * k + 1) = -1 ∧
    current {1, -1} (fun k => fermiStep 1 (spinBand (-1) k)) (fun k : ℝ => 2 * k + -1) = 1 := by
  refine ⟨?_, ?_, ?_, ?_⟩
  · intro s k
    unfold spinBand
    ring
  · intro s k
    have h := (hasDerivAt_pow 2 k).fun_add ((hasDerivAt_id' k).const_mul s)
    exact h.congr_deriv (by norm_num)
  · rw [current, Finset.sum_pair (by norm_num)]
    norm_num [fermiStep, spinBand]
  · rw [current, Finset.sum_pair (by norm_num)]
    norm_num [fermiStep, spinBand]

end

end TimeReversalCurrent
```

```lean
#print axioms TimeReversalCurrent.equilibrium_current_eq_zero
#print axioms TimeReversalCurrent.current_half_zone
#print axioms TimeReversalCurrent.even_iff_no_equilibrium_current
```

```
'TimeReversalCurrent.equilibrium_current_eq_zero' depends on axioms: [propext, Classical.choice, Quot.sound]
'TimeReversalCurrent.current_half_zone' depends on axioms: [propext, Classical.choice, Quot.sound]
'TimeReversalCurrent.even_iff_no_equilibrium_current' depends on axioms: [propext, Classical.choice, Quot.sound]
```
